# Projection onto occupations in $[0,1]^n$ with sum $N$, for $0 \le N \le n$, is a common shift followed by clipping

In an independent-particle description with $n$ orthonormal spin orbitals, orbital $i$ carries an occupation number $f_i$. The Pauli principle restricts it to $0 \le f_i \le 1$, and the electron number $N$ fixes $\sum_i f_i = N$, where $N$ may be fractional in an ensemble. A calculation that varies the occupations, for instance by a gradient step, produces a vector $y \in \mathbb{R}^n$ that generally violates these conditions, and the question is which admissible vector lies nearest to it.

## The shifted and clipped vector is the nearest point

Write $\operatorname{clip}(t) = \min(1, \max(0, t))$ and $|u - v|^2 = \sum_i (u_i - v_i)^2$. Call $g \in \mathbb{R}^n$ admissible if $0 \le g_i \le 1$ for all $i$ and $\sum_i g_i = N$. The claim is that for $0 \le N \le n$ some real $\mu$ makes $f_i = \operatorname{clip}(y_i - \mu)$ sum to $N$, and that this $f$ is strictly closer to $y$ than every other admissible $g$.

*One orbital.* For real $t$ and a number $g \in [0,1]$,
$$(t - \operatorname{clip} t)(g - \operatorname{clip} t) \le 0 .$$
If $t \le 0$ the product is $tg \le 0$. If $0 \le t \le 1$ the first factor vanishes. If $t \ge 1$ the product is $(t-1)(g-1) \le 0$.

*The shift exists.* The count $S(\mu) = \sum_i \operatorname{clip}(y_i - \mu)$ is continuous. Let $M = \sum_j |y_j|$, so that $|y_i| \le M$. At $\mu = M$ every $y_i - \mu \le 0$ and $S = 0$; at $\mu = -M - 1$ every $y_i - \mu \ge 1$ and $S = n$. The intermediate value theorem gives $\mu$ with $S(\mu) = N$.

*Pythagorean inequality.* Take such a $\mu$ and an admissible $g$. Expanding $g_i - y_i = (f_i - y_i) + (g_i - f_i)$ and writing $f_i - y_i = -(y_i - \mu - f_i) - \mu$ in the cross term gives
$$(g_i - y_i)^2 = (f_i - y_i)^2 + (g_i - f_i)^2 - 2(y_i - \mu - f_i)(g_i - f_i) - 2\mu (g_i - f_i).$$
The one-orbital inequality with $t = y_i - \mu$ makes the third term nonnegative. The last term sums to $-2\mu(N - N) = 0$, so $\mu$ acts as the Lagrange multiplier of the electron number. Hence
$$|f - y|^2 + |g - f|^2 \le |g - y|^2 ,$$
and $g \ne f$ makes $|g - f|^2 > 0$, which is the claim.

*Consequences.* An admissible minimiser must equal $f$, since otherwise $f$ would be strictly closer. Two shifts with the same count give the same vector, since otherwise each would be strictly closer than the other. For a second point $z$ with shift $\nu$ and $g_i = \operatorname{clip}(z_i - \nu)$ of the same sum, adding the inequality for $y$ to the one for $z$ gives
$$2|f-g|^2 \le |g-y|^2 - |f-y|^2 + |f-z|^2 - |g-z|^2 = 2\sum_i (f_i - g_i)(y_i - z_i) \le |f-g|^2 + |y-z|^2 ,$$
the last step being $2ab \le a^2 + b^2$ for real $a, b$. Thus $|f - g|^2 \le |y - z|^2$.

## Occupations, shift and distance in Lean

```lean
import Mathlib

open Finset

namespace CappedOccupationProjection

noncomputable section

variable {ι : Type*} [Fintype ι]
```

The finite type `ι` labels the orbitals, `Fintype.card ι` is $n$, and a vector is a function `ι → ℝ`. The case $n = 0$ is allowed and forces $N = 0$.

```lean
/-- Clipping of a real number to the allowed occupation range `[0, 1]`. -/
def clip (t : ℝ) : ℝ := min 1 (max 0 t)

/-- Occupations obtained from `y` by a common shift `μ` followed by clipping to `[0, 1]`. -/
def shifted (y : ι → ℝ) (μ : ℝ) : ι → ℝ := fun i => clip (y i - μ)
```

The shift is subtracted, so raising $y_i$ never lowers the occupation of orbital $i$ and raising $\mu$ never raises any occupation; where clipping is active the occupation can stay unchanged.

```lean
/-- Admissible occupations: each lies in `[0, 1]` and they sum to the electron number `N`. -/
def Occ (N : ℝ) : Set (ι → ℝ) := {f | (∀ i, 0 ≤ f i ∧ f i ≤ 1) ∧ ∑ i, f i = N}
```

The cap of 1 counts electrons per spin orbital, and all orbitals enter the sum with equal weight; spin-paired occupations up to 2 and $k$-point weights are not part of `Occ N`. The orbitals are held fixed, so only diagonal entries of a one-body density matrix appear.

```lean
/-- Squared Euclidean distance between two occupation vectors. -/
def distSq (f g : ι → ℝ) : ℝ := ∑ i, (f i - g i) ^ 2
```

All comparisons use the squared Euclidean distance, which orders vectors as the distance does. No energy functional enters, so "nearest" says nothing about the energy being lowered.

## From one orbital to the projection theorem

```lean
/-- For one orbital and any `g` in `[0, 1]`, the product of `t - clip t` and `g - clip t`
is nonpositive. -/
theorem clip_variational (t g : ℝ) (h0 : 0 ≤ g) (h1 : g ≤ 1) :
    (t - clip t) * (g - clip t) ≤ 0 := by
  unfold clip
  rcases le_total t 0 with ht | ht
  · rw [max_eq_left ht, min_eq_right zero_le_one]
    nlinarith [mul_nonneg (neg_nonneg.2 ht) h0]
  · rw [max_eq_right ht]
    rcases le_total t 1 with ht1 | ht1
    · rw [min_eq_right ht1, sub_self, zero_mul]
    · rw [min_eq_left ht1]
      nlinarith [mul_nonneg (sub_nonneg.2 ht1) (sub_nonneg.2 h1)]
```

The two uses of `le_total` produce the three ranges of $t$. In the outer ranges `nlinarith` receives the products $(-t)g \ge 0$ and $(t-1)(1-g) \ge 0$.

```lean
/-- For every electron number between zero and the number of orbitals, some shift `μ`
makes the clipped occupations sum to `N`. -/
theorem exists_shift (y : ι → ℝ) (N : ℝ) (h0 : 0 ≤ N) (h1 : N ≤ Fintype.card ι) :
    ∃ μ, ∑ i, shifted y μ i = N := by
  have hc : Continuous fun μ : ℝ => ∑ i, shifted y μ i := by
    unfold shifted clip
    fun_prop
  have hM : ∀ i, |y i| ≤ ∑ j, |y j| := fun i =>
    single_le_sum (f := fun j => |y j|) (fun j _ => abs_nonneg (y j)) (mem_univ i)
  -- a large shift empties every orbital
  have hempty : ∀ i, shifted y (∑ j, |y j|) i = 0 := fun i => by
    have h : y i - ∑ j, |y j| ≤ 0 := by linarith [hM i, le_abs_self (y i)]
    unfold shifted clip
    rw [max_eq_left h, min_eq_right zero_le_one]
  -- a very negative shift fills every orbital
  have hfull : ∀ i, shifted y (-(∑ j, |y j|) - 1) i = 1 := fun i => by
    have h : 1 ≤ y i - (-(∑ j, |y j|) - 1) := by linarith [hM i, neg_abs_le (y i)]
    unfold shifted clip
    exact min_eq_left (le_max_of_le_right h)
  have e0 : ∑ i, shifted y (∑ j, |y j|) i = 0 := sum_eq_zero fun i _ => hempty i
  have e1 : ∑ i, shifted y (-(∑ j, |y j|) - 1) i = Fintype.card ι := by
    rw [sum_congr rfl fun i _ => hfull i]
    simp
  have hmem : N ∈ Set.Icc ((fun μ : ℝ => ∑ i, shifted y μ i) (∑ j, |y j|))
      ((fun μ : ℝ => ∑ i, shifted y μ i) (-(∑ j, |y j|) - 1)) :=
    ⟨e0.le.trans h0, h1.trans e1.ge⟩
  exact intermediate_value_univ _ _ hc hmem
```

Here `fun_prop` proves continuity of $S$, `hM` is $|y_i| \le M$, and `hempty` and `hfull` evaluate each occupation at the two ends. Their sums `e0` and `e1` place $N$ between two values of $S$, and `intermediate_value_univ` puts it in the range of $S$. The proof yields existence and no procedure for finding $\mu$.

```lean
/-- Clipped occupations that sum to `N` are admissible. -/
theorem shifted_mem (y : ι → ℝ) (μ N : ℝ) (h : ∑ i, shifted y μ i = N) :
    shifted y μ ∈ Occ N :=
  ⟨fun _ => ⟨le_min zero_le_one (le_max_left _ _), min_le_left _ _⟩, h⟩
```

A clipped number always lies in $[0,1]$, so only the sum has to be supplied.

```lean
/-- If the clipped occupations `f` sum to `N`, every admissible `g` satisfies
`|f - y|² + |g - f|² ≤ |g - y|²`. -/
theorem pythagoras (y : ι → ℝ) (μ N : ℝ) (h : ∑ i, shifted y μ i = N)
    (g : ι → ℝ) (hg : g ∈ Occ N) :
    distSq (shifted y μ) y + distSq g (shifted y μ) ≤ distSq g y := by
  obtain ⟨hb, hs⟩ := hg
  have key : ∀ i, (shifted y μ i - y i) ^ 2 + (g i - shifted y μ i) ^ 2
      ≤ (g i - y i) ^ 2 + 2 * μ * (g i - shifted y μ i) := fun i => by
    have hv : (y i - μ - shifted y μ i) * (g i - shifted y μ i) ≤ 0 :=
      clip_variational (y i - μ) (g i) (hb i).1 (hb i).2
    nlinarith [hv]
  -- the multiplier term drops out since both vectors hold `N` electrons
  have hz : ∑ i, 2 * μ * (g i - shifted y μ i) = 0 := by
    rw [← mul_sum, sum_sub_distrib, hs, h, sub_self, mul_zero]
  have hsum := sum_le_sum (s := univ) fun i _ => key i
  rw [sum_add_distrib, sum_add_distrib, hz, add_zero] at hsum
  exact hsum
```

The termwise bound `key` is the expansion above with the third term discarded by means of `hv`, and `hz` is the cancellation of the multiplier term. The lemma applies to any $\mu$ that satisfies `h`.

```lean
/-- Clipped occupations that sum to `N` are strictly closer to `y` than any other
admissible occupation vector. -/
theorem strictly_closer (y : ι → ℝ) (μ N : ℝ) (h : ∑ i, shifted y μ i = N)
    (g : ι → ℝ) (hg : g ∈ Occ N) (hne : g ≠ shifted y μ) :
    distSq (shifted y μ) y < distSq g y := by
  obtain ⟨i, hi⟩ := Function.ne_iff.1 hne
  have hpos : 0 < distSq g (shifted y μ) :=
    sum_pos' (fun j _ => sq_nonneg _)
      ⟨i, mem_univ i, lt_of_le_of_ne (sq_nonneg _) (pow_ne_zero 2 (sub_ne_zero.2 hi)).symm⟩
  linarith [pythagoras y μ N h g hg]
```

From $g \ne f$ comes an orbital $i$ with $g_i \ne f_i$, and `sum_pos'` turns that one positive square into $|g - f|^2 > 0$.

```lean
/-- For `0 ≤ N ≤` number of orbitals, there is a shift `μ` for which the occupations
`min(1, max(0, y_i - μ))` are admissible and strictly closer to `y` than every other
admissible occupation vector. -/
theorem projection_onto_occupations (y : ι → ℝ) (N : ℝ) (h0 : 0 ≤ N)
    (h1 : N ≤ Fintype.card ι) :
    ∃ μ, shifted y μ ∈ Occ N ∧
      ∀ g ∈ Occ N, g ≠ shifted y μ → distSq (shifted y μ) y < distSq g y := by
  obtain ⟨μ, h⟩ := exists_shift y N h0 h1
  exact ⟨μ, shifted_mem y μ N h, fun g hg hne => strictly_closer y μ N h g hg hne⟩
```

In words: for every $y$ and every real $N$ with `0 ≤ N` and `N ≤ Fintype.card ι`, there is a $\mu$ such that `shifted y μ` is admissible and every different admissible $g$ is strictly farther from $y$. The two hypotheses say that the orbitals can hold $N$ electrons. Uniqueness of the nearest point is carried by the strict inequality.

## Converse, uniqueness of the occupations and stability in $y$

```lean
/-- An admissible occupation vector minimises the distance to `y` among admissible vectors
exactly when it has the clipped form for some shift `μ`. -/
theorem nearest_iff_shifted (y : ι → ℝ) (N : ℝ) (f : ι → ℝ) (hf : f ∈ Occ N) :
    (∀ g ∈ Occ N, distSq f y ≤ distSq g y) ↔ ∃ μ, f = shifted y μ := by
  constructor
  · intro hmin
    -- admissibility of `f` forces `0 ≤ N ≤ card ι`
    have h0 : 0 ≤ N := by
      rw [← hf.2]
      exact sum_nonneg fun i _ => (hf.1 i).1
    have h1 : N ≤ Fintype.card ι := by
      rw [← hf.2]
      have := sum_le_sum (s := univ) fun i _ => (hf.1 i).2
      simpa using this
    obtain ⟨μ, hμ, hlt⟩ := projection_onto_occupations y N h0 h1
    refine ⟨μ, ?_⟩
    by_contra hne
    linarith [hlt f hf hne, hmin _ hμ]
  · rintro ⟨μ, rfl⟩ g hg
    have hnn : 0 ≤ distSq g (shifted y μ) := sum_nonneg fun j _ => sq_nonneg _
    linarith [pythagoras y μ N hf.2 g hg]
```

An admissible $f$ minimises the distance exactly when it has the clipped form. The bounds on $N$ are derived here from `hf`, by summing $0 \le f_i \le 1$. The forward direction compares $f$ with the vector from the main theorem, and the backward direction drops the nonnegative term $|g-f|^2$ from `pythagoras`.

```lean
/-- Two shifts that give the same electron number give the same occupations. -/
theorem shifted_unique (y : ι → ℝ) (μ ν : ℝ)
    (h : ∑ i, shifted y μ i = ∑ i, shifted y ν i) : shifted y μ = shifted y ν := by
  by_contra hne
  have a := strictly_closer y ν _ rfl _ (shifted_mem y μ _ h) hne
  have b := strictly_closer y μ _ h _ (shifted_mem y ν _ rfl) (Ne.symm hne)
  linarith
```

The inequalities `a` and `b` say that each vector beats the other, which `linarith` refutes.

```lean
/-- At equal electron number, the clipped occupations built from `y` and `z` are no
farther apart than `y` and `z`. -/
theorem nonexpansive (y z : ι → ℝ) (μ ν : ℝ)
    (h : ∑ i, shifted y μ i = ∑ i, shifted z ν i) :
    distSq (shifted y μ) (shifted z ν) ≤ distSq y z := by
  have a := pythagoras y μ _ h _ (shifted_mem z ν _ rfl)
  have b := pythagoras z ν _ rfl _ (shifted_mem y μ _ h)
  generalize shifted y μ = f at a b ⊢
  generalize shifted z ν = g at a b ⊢
  -- termwise `2 (f - g)(y - z) ≤ (f - g)² + (y - z)²`
  have key : ∀ i, (g i - y i) ^ 2 + (f i - z i) ^ 2 + (f i - g i) ^ 2
      ≤ (f i - y i) ^ 2 + (g i - z i) ^ 2 + (g i - f i) ^ 2 + (f i - g i) ^ 2
        + (y i - z i) ^ 2 := fun i => by
    nlinarith [sq_nonneg (f i - g i - (y i - z i))]
  have hsum := sum_le_sum (s := univ) fun i _ => key i
  simp only [sum_add_distrib] at hsum
  unfold distSq at a b ⊢
  linarith
```

Here `a` and `b` are the two Pythagorean inequalities, and `key` combines the algebraic identity with $2ab \le a^2 + b^2$ orbital by orbital. The hypothesis `h` requires equal electron numbers; dependence on $N$ is not treated.

The shift itself need not be unique. With orbitals $0$ and $1$, $y_0 = 2$, $y_1 = 0$ and $N = 1$, both $\mu = 0$ and $\mu = 1$ give a count of one, and by `shifted_unique` the occupations agree, here $f_0 = 1$, $f_1 = 0$. For non-interacting electrons at zero temperature this resembles the freedom to place the Fermi level anywhere in a gap.

```lean
/-- For two orbitals with `y = (2, 0)`, the shifts `μ = 0` and `μ = 1` both give
occupations summing to one electron. -/
theorem shift_not_unique :
    ∑ i, shifted (![2, 0] : Fin 2 → ℝ) 0 i = 1 ∧
      ∑ i, shifted (![2, 0] : Fin 2 → ℝ) 1 i = 1 := by
  constructor <;> norm_num [shifted, clip, Fin.sum_univ_two]

end

end CappedOccupationProjection
```

```lean
#print axioms CappedOccupationProjection.projection_onto_occupations
-- 'CappedOccupationProjection.projection_onto_occupations' depends on axioms: [propext, Classical.choice, Quot.sound]
#print axioms CappedOccupationProjection.nearest_iff_shifted
-- 'CappedOccupationProjection.nearest_iff_shifted' depends on axioms: [propext, Classical.choice, Quot.sound]
#print axioms CappedOccupationProjection.nonexpansive
-- 'CappedOccupationProjection.nonexpansive' depends on axioms: [propext, Classical.choice, Quot.sound]
#print axioms CappedOccupationProjection.shift_not_unique
-- 'CappedOccupationProjection.shift_not_unique' depends on axioms: [propext, Classical.choice, Quot.sound]
```

## Finding $\mu$ in an occupation update

What follows concerns implementation and is not among the theorems above. In a projected-gradient minimisation of an energy $E(f)$ over the occupations of a finite, fixed orbital set, a step of length $\eta > 0$ forms $y_i = f_i - \eta\, \partial E / \partial f_i$, solves $S(\mu) = N$ and clips. Since $S$ is nonincreasing, bisection can start from the bracket $[-M-1, M]$. Alternatively, $S$ is piecewise linear with breakpoints at $y_i$ and $y_i - 1$, so sorting these and interpolating on one segment gives a root directly. On a plateau of $S$ at height $N$ any root serves.

For non-interacting levels $\varepsilon_i$ and an energy width $w > 0$, the choice $y_i = -\varepsilon_i / w$ gives $f_i = \operatorname{clip}\big((E_0 - \varepsilon_i)/w\big)$ with $E_0 = -w\mu$. This linear ramp falls from 1 at $E_0 - w$ to 0 at $E_0$, so $E_0$ is the energy above which levels are empty, while $\mu$ itself is a dimensionless number. Half occupation, which marks the chemical potential in a Fermi–Dirac distribution, occurs here at $E_0 - w/2$.
